# A sufficient condition for an aufbau Hartree-Fock state to be the unique global minimum

## Density matrices, energy and mean field

A Hartree-Fock state of N electrons in d orthonormal spin orbitals is a d×d density matrix P. A self-consistent calculation that converges with aufbau occupation delivers a P that fills the lowest levels of its own Fock matrix, which leaves open whether another determinant has lower energy. The energy and the Fock matrix are

E(P) = tr(hP) + ½ tr(P G(P)),

F = h + G(P),

where h is the one-electron matrix and G(P) the mean field, linear in P. Traces of products stand for their real parts throughout. The squared Frobenius norm ‖D‖² is the sum of |Dᵢⱼ|² over all entries.

In Lean, `n` is the finite index set of spin orbitals and `N` the electron number.

```lean
import Mathlib

open Matrix
open scoped ComplexOrder

namespace HartreeFockCertificate

noncomputable section

variable {n : Type*} [Fintype n] [DecidableEq n] {N : ℕ}
```

## Competitors are determinants with the same electron number

P and every competitor Q are Hermitian, idempotent and of trace N.

```lean
/-- The density matrix of an `N`-electron determinant: Hermitian, idempotent, of trace `N`. -/
structure IsProjector (N : ℕ) (P : Matrix n n ℂ) : Prop where
  herm : P.IsHermitian
  idem : P * P = P
  trace_eq : P.trace = (N : ℂ)
```

By hand, this fixes how far apart P and Q are. Let m = N − tr(PQ). It counts the electrons moved out of the filled space, since tr(P(1−Q)) = tr((1−P)Q) = m. With D = Q − P,

‖D‖² = tr(D²) = tr(Q) + tr(P) − 2 tr(PQ) = 2m.

Without the trace condition on Q the conclusion fails. Take G = 0, h = diag(−2, −1) and P = diag(1, 0): the two-electron projector Q = 1 has energy −3, below E(P) = −2.

## The mean field is symmetric between two densities

The energy and the Fock matrix are defined as above.

```lean
/-- The mean-field energy `E(P) = tr(hP) + tr(P G(P))/2` (real part). -/
def energy (h : Matrix n n ℂ) (G : Matrix n n ℂ →ₗ[ℝ] Matrix n n ℂ) (P : Matrix n n ℂ) : ℝ :=
  (h * P).trace.re + (P * G P).trace.re / 2

/-- The Fock matrix `F(P) = h + G(P)`. -/
def fock (h : Matrix n n ℂ) (G : Matrix n n ℂ →ₗ[ℝ] Matrix n n ℂ) (P : Matrix n n ℂ) :
    Matrix n n ℂ := h + G P
```

Trace symmetry says that density A in the field of B has the same interaction energy as B in the field of A:

tr(A G(B)) = tr(B G(A)) for Hermitian A and B.

```lean
/-- The mean field is self-adjoint for the trace pairing of Hermitian matrices. -/
def TraceSymmetric (G : Matrix n n ℂ →ₗ[ℝ] Matrix n n ℂ) : Prop :=
  ∀ A B : Matrix n n ℂ, A.IsHermitian → B.IsHermitian →
    (A * G B).trace.re = (B * G A).trace.re
```

`G` need only be linear over the real numbers, which includes the usual complex-linear Coulomb and exchange fields.

By hand, the symmetry makes F the derivative of E. Inserting Q = P + D gives

E(Q) − E(P) = tr(hD) + ½ [tr(P G(D)) + tr(D G(P)) + tr(D G(D))].

The first two terms in the bracket are equal, so

E(Q) − E(P) = tr(FD) + ½ tr(D G(D)).

This expansion is exact, because E is quadratic.

Without the symmetry, F can order the levels wrongly for E. Let h = diag(1, 0) and G(X) = diag(−2X₂₂, 2X₁₁). Then tr(D G(D)) = 0 for every D, and P = diag(1, 0) fills the lower level of F = diag(1, 2). Yet E(P) = 1, while diag(0, 1) has energy 0.

## Filled levels lie below empty ones by c

The next two definitions are the squared norm and the filling condition.

```lean
/-- The squared Frobenius norm. -/
def frobSq (D : Matrix n n ℂ) : ℝ := ∑ i, ∑ j, ‖D i j‖ ^ 2

/-- Filling of `F` by a projector `P` with gap `c`: `F` commutes with `P`, and for some `μ` it is
at most `μ` on the filled space and at least `μ + c` on the empty space. -/
def IsAufbau (F P : Matrix n n ℂ) (c : ℝ) : Prop :=
  Commute F P ∧ ∃ μ : ℝ, (P * (μ • (1 : Matrix n n ℂ) - F) * P).PosSemidef ∧
    ((1 - P) * (F - (μ + c) • (1 : Matrix n n ℂ)) * (1 - P)).PosSemidef
```

`IsAufbau F P c` says that F commutes with P, so that filled and empty orbitals do not mix, and that some energy μ bounds the filled levels from above while μ + c bounds the empty ones from below. When both kinds of level exist, the largest possible c is the HOMO-LUMO gap. The sign of c is left free; for negative c the condition permits overlapping levels and is no longer aufbau filling in the textbook sense.

By hand, the m electrons leave levels at or below μ and enter levels at or above μ + c:

tr(F P(1−Q)) ≤ μm,

tr(F (1−P)Q) ≥ (μ + c)m.

Subtracting the first from the second, and using (1−P)Q − P(1−Q) = Q − P, gives

tr(FD) ≥ cm = (c/2)‖D‖².

Two lemmas prepare this in Lean. The first is ‖D‖² = tr(D²) for Hermitian D. The second is tr(AQ) = tr(QAQ) ≥ 0 for positive semidefinite A and a projector Q.

```lean
omit [DecidableEq n] in
/-- For Hermitian `D` the squared Frobenius norm is `tr(D²)`. -/
theorem frobSq_eq {D : Matrix n n ℂ} (hD : D.IsHermitian) :
    frobSq D = (D * D).trace.re := by
  simp only [frobSq, Matrix.trace, Matrix.diag_apply, Matrix.mul_apply, Complex.re_sum]
  refine Finset.sum_congr rfl fun i _ => Finset.sum_congr rfl fun j _ => ?_
  rw [← hD.apply j i, Complex.star_def, Complex.mul_conj, Complex.ofReal_re, Complex.sq_norm]

omit [DecidableEq n] in
/-- A positive semidefinite observable has nonnegative trace against an orthogonal projector. -/
theorem trace_mul_nonneg {A Q : Matrix n n ℂ} (hA : A.PosSemidef) (hQ : Q.IsHermitian)
    (hi : Q * Q = Q) : 0 ≤ (A * Q).trace.re := by
  have h := (hA.conjTranspose_mul_mul_same Q).trace_nonneg
  rw [hQ.eq, Matrix.trace_mul_comm, ← Matrix.mul_assoc, hi, Matrix.trace_mul_comm] at h
  exact (Complex.le_def.mp h).1
```

In `gap_bound`, `hole` shows that 1−R is idempotent whenever R is. The commutation facts `c1` and `c2` reduce each two-sided block to a single projector, `a` and `b` are the two level inequalities, and `hf` is ‖D‖² = 2m. The final `linarith` performs the subtraction.

```lean
/-- If the projector `P` fills `F` with gap `c`, moving to another `N`-electron projector `Q`
costs orbital energy at least `(c/2)‖Q - P‖²`. -/
theorem gap_bound {F P Q : Matrix n n ℂ} {c : ℝ} (hP : IsProjector N P)
    (hA : IsAufbau F P c) (hQ : IsProjector N Q) :
    c / 2 * frobSq (Q - P) ≤ (F * (Q - P)).trace.re := by
  obtain ⟨hc, μ, h1, h2⟩ := hA
  have hole : ∀ R : Matrix n n ℂ, R * R = R → (1 - R) * (1 - R) = 1 - R := by
    intro R hR
    rw [Matrix.mul_sub, Matrix.mul_one, Matrix.sub_mul, Matrix.one_mul, hR, sub_self, sub_zero]
  -- F commutes with P, so one projector suffices in each block
  have c1 : Commute (μ • (1 : Matrix n n ℂ) - F) P :=
    ((Commute.one_left P).smul_left μ).sub_left hc
  have c2 : Commute (F - (μ + c) • (1 : Matrix n n ℂ)) (1 - P) :=
    (Commute.one_right _).sub_right (hc.sub_left ((Commute.one_left P).smul_left _))
  rw [Matrix.mul_assoc, c1.eq, ← Matrix.mul_assoc, hP.idem] at h1
  rw [Matrix.mul_assoc, c2.eq, ← Matrix.mul_assoc, hole P hP.idem] at h2
  -- holes lie below μ, particles above μ + c
  have a := trace_mul_nonneg h1 (isHermitian_one.sub hQ.herm) (hole Q hQ.idem)
  have b := trace_mul_nonneg h2 hQ.herm hQ.idem
  have hf : frobSq (Q - P) = 2 * N - 2 * (P * Q).trace.re := by
    rw [frobSq_eq (hQ.herm.sub hP.herm)]
    simp only [Matrix.mul_sub, Matrix.sub_mul, hQ.idem, hP.idem, trace_sub, Complex.sub_re,
      Matrix.trace_mul_comm Q P, hQ.trace_eq, hP.trace_eq, Complex.natCast_re]
    ring
  simp only [Matrix.mul_sub, Matrix.sub_mul, Matrix.mul_one, Matrix.one_mul, Matrix.mul_smul,
    Matrix.smul_mul, trace_sub, trace_smul, Complex.sub_re, Complex.smul_re, smul_eq_mul,
    hQ.trace_eq, hP.trace_eq, Complex.natCast_re] at a b
  rw [hf, Matrix.mul_sub, trace_sub, Complex.sub_re, Matrix.trace_mul_comm F P]
  linarith
```

Commutation without the ordering of levels is not enough. With G = 0 and h = diag(0, 1), the projector diag(0, 1) commutes with F but fills the upper level, and diag(1, 0) lies lower.

Combining the gap bound with the exact expansion gives

E(Q) − E(P) ≥ ½ [c‖D‖² + tr(D G(D))].

This is `energy_growth`. There `hsym` supplies the equality of the cross terms, `map_add` expands G(P + D), and `linarith` adds the gap bound.

```lean
variable {h P Q : Matrix n n ℂ} {G : Matrix n n ℂ →ₗ[ℝ] Matrix n n ℂ} {c : ℝ}

/-- For trace-symmetric `G` and a projector `P` filling its own Fock matrix with gap `c`,
`E(Q) - E(P) ≥ (c‖D‖² + tr(D G(D)))/2` for every `N`-electron projector `Q`, with `D = Q - P`. -/
theorem energy_growth (hG : TraceSymmetric G) (hP : IsProjector N P)
    (hA : IsAufbau (fock h G P) P c) (hQ : IsProjector N Q) :
    (c * frobSq (Q - P) + ((Q - P) * G (Q - P)).trace.re) / 2
      ≤ energy h G Q - energy h G P := by
  have hgap := gap_bound hP hA hQ
  have hsym := hG P (Q - P) hP.herm (hQ.herm.sub hP.herm)
  obtain ⟨D, hD⟩ : ∃ D, D = Q - P := ⟨_, rfl⟩
  have hQD : Q = P + D := by rw [hD]; abel
  rw [← hD] at hgap hsym ⊢
  -- exact second-order expansion of the energy around P
  rw [fock, Matrix.add_mul, trace_add, Complex.add_re, Matrix.trace_mul_comm (G P) D] at hgap
  rw [hQD]
  simp only [energy, map_add, Matrix.add_mul, Matrix.mul_add, trace_add, Complex.add_re]
  linarith
```

## Attraction in the mean field stays weaker than the gap

The last hypothesis is

tr(D G(D)) > −c‖D‖² for every nonzero traceless Hermitian D.

A density change D for which tr(D G(D)) is negative lowers the interaction energy at second order, as exchange can. The inequality limits that gain to less than the orbital energy paid across the gap. Only traceless D matter, because P and Q hold equally many electrons.

By hand, Q ≠ P makes D nonzero, so the right-hand side of the growth bound is strictly positive and E(Q) > E(P). In Lean, `h1` is the growth bound and `h2` is the hypothesis applied to Q − P.

```lean
/-- Global Hartree-Fock certificate: let `G` be trace-symmetric and let the `N`-electron projector
`P` fill its own Fock matrix with gap `c`. If `tr(D G(D)) > -c‖D‖²` for all nonzero traceless
Hermitian `D`, every other `N`-electron projector has higher energy. -/
theorem unique_global_minimizer (hG : TraceSymmetric G) (hP : IsProjector N P)
    (hA : IsAufbau (fock h G P) P c)
    (hcert : ∀ D : Matrix n n ℂ, D.IsHermitian → D.trace = 0 → D ≠ 0 →
      -c * frobSq D < (D * G D).trace.re) (hQ : IsProjector N Q) (hne : Q ≠ P) :
    energy h G P < energy h G Q := by
  have h1 := energy_growth hG hP hA hQ
  have h2 := hcert (Q - P) (hQ.herm.sub hP.herm)
    (by rw [trace_sub, hQ.trace_eq, hP.trace_eq, sub_self]) (sub_ne_zero.2 hne)
  linarith
```

In electronic structure terms, this certifies a self-consistent solution as the lowest single determinant in a finite basis with fixed electron number; it says nothing about the correlated ground state. The step from the real electrons to the model, namely the construction of h and G from the Hamiltonian in a chosen basis, is left to the user. The condition is sufficient, so a P that violates it may still be the minimum.

For a converged aufbau solution with 0 < N < d, one can read c off the orbital energies and pick d² − 1 traceless Hermitian matrices Bₐ, orthonormal under tr(BₐB_b). A routine that builds the two-electron part of the Fock matrix from any complex Hermitian d×d matrix, including one that mixes spins, is applied to each B_b and yields the real symmetric matrix

Mₐb = tr(Bₐ G(B_b)).

The hypothesis holds exactly when the lowest eigenvalue of M exceeds −c.

For electrons with Coulomb repulsion this is a demanding condition. Let φ be a normalised spatial orbital available in both spins, and take D = |φ↑⟩⟨φ↑| − |φ↓⟩⟨φ↓|. The Hartree part of tr(D G(D)) vanishes, and exchange leaves −(φφ|φφ)‖D‖², where (φφ|φφ) is the Coulomb self-repulsion of φ. The gap c must therefore exceed the self-repulsion of every such orbital in the basis. In all-electron calculations compact core orbitals usually violate this, and the test then decides nothing.

## One electron in two levels, and the case of equality

Take the field G(P) = −κP. For κ > 0 it is the exchange field of a repulsion that has the same strength κ between all spin orbitals; the accompanying Hartree term is constant at fixed N and is left out.

```lean
/-- The attractive mean field `G(P) = -κP` (for `κ > 0`). -/
def attraction (κ : ℝ) : Matrix n n ℂ →ₗ[ℝ] Matrix n n ℂ := (-κ) • LinearMap.id
```

This field is trace-symmetric, and tr(D G(D)) = −κ‖D‖² for Hermitian D.

```lean
omit [DecidableEq n] in
/-- The field `-κP` is trace-symmetric, and `tr(D G(D)) = -κ‖D‖²` for Hermitian `D`. -/
theorem attraction_spec (κ : ℝ) : TraceSymmetric (attraction κ : Matrix n n ℂ →ₗ[ℝ] _) ∧
    ∀ D : Matrix n n ℂ, D.IsHermitian → (D * attraction κ D).trace.re = -κ * frobSq D := by
  simp only [TraceSymmetric, attraction, LinearMap.smul_apply, LinearMap.id_apply,
    Matrix.mul_smul, trace_smul, Complex.smul_re, smul_eq_mul]
  exact ⟨fun A B _ _ => by rw [Matrix.trace_mul_comm], fun D hD => by rw [frobSq_eq hD]⟩
```

Let h = −δP, where δ is the one-electron splitting. Then F = −(δ+κ)P, with filled levels at −(δ+κ) and empty ones at 0, so the gap is c = δ + κ. In the proof μ = −(δ+κ), and both blocks that must be positive semidefinite are zero.

```lean
/-- For `h = -δP` and the field `-κP`, the projector `P` fills its Fock matrix with
gap `δ + κ`. -/
theorem attraction_aufbau (hP : IsProjector N P) (δ κ : ℝ) :
    IsAufbau (fock ((-δ) • P) (attraction κ) P) P (δ + κ) := by
  have hF : fock ((-δ) • P) (attraction κ) P = (-(δ + κ)) • P := by
    simp only [fock, attraction, LinearMap.smul_apply, LinearMap.id_apply]
    module
  rw [hF]
  refine ⟨(Commute.refl P).smul_left _, -(δ + κ), ?_, ?_⟩
  · convert PosSemidef.zero using 1
    simp only [Matrix.mul_sub, Matrix.mul_smul, Matrix.mul_one, hP.idem, sub_self,
      Matrix.zero_mul]
  · convert PosSemidef.zero using 1
    rw [neg_add_cancel, zero_smul, sub_zero, Matrix.mul_smul, Matrix.sub_mul, Matrix.one_mul,
      hP.idem, sub_self, smul_zero, Matrix.zero_mul]
```

The certificate now reads −(δ+κ)‖D‖² < −κ‖D‖², which holds for nonzero D when δ > 0. The next theorem confirms every hypothesis for two levels and one electron. Its proof finds a nonzero entry of D to obtain ‖D‖² > 0, and `nlinarith` finishes from δ‖D‖² > 0.

```lean
/-- For `δ > 0`, two levels `-δ` and `0` with the lower one filled and the field `-κP` meet all
hypotheses of the certificate. -/
theorem unique_global_minimizer_witness {δ : ℝ} (κ : ℝ) (hδ : 0 < δ)
    (P : Matrix (Fin 2) (Fin 2) ℂ) (hP : P = !![1, 0; 0, 0]) :
    IsProjector 1 P ∧ TraceSymmetric (attraction κ : Matrix (Fin 2) (Fin 2) ℂ →ₗ[ℝ] _) ∧
    IsAufbau (fock ((-δ) • P) (attraction κ) P) P (δ + κ) ∧
    ∀ D : Matrix (Fin 2) (Fin 2) ℂ, D.IsHermitian → D.trace = 0 → D ≠ 0 →
      -(δ + κ) * frobSq D < (D * attraction κ D).trace.re := by
  have h1 : IsProjector 1 P := by
    subst hP
    refine ⟨IsHermitian.ext fun i j => ?_, ?_, by simp [Matrix.trace_fin_two]⟩
    · fin_cases i <;> fin_cases j <;> simp
    · ext i j
      fin_cases i <;> fin_cases j <;> simp [Matrix.mul_apply, Fin.sum_univ_two]
  refine ⟨h1, (attraction_spec κ).1, attraction_aufbau h1 δ κ, fun D hD _ hne => ?_⟩
  obtain ⟨i, j, hij⟩ : ∃ i j, D i j ≠ 0 := by
    by_contra hc
    exact hne (Matrix.ext fun i j => by_contra fun hd => hc ⟨i, j, hd⟩)
  have hpos : 0 < frobSq D :=
    Finset.sum_pos' (fun i _ => Finset.sum_nonneg fun j _ => sq_nonneg _)
      ⟨i, Finset.mem_univ i, Finset.sum_pos' (fun j _ => sq_nonneg _)
        ⟨j, Finset.mem_univ j, pow_pos (norm_pos_iff.mpr hij) 2⟩⟩
  rw [(attraction_spec κ).2 D hD]
  nlinarith [mul_pos hδ hpos]
```

In this smallest case the growth bound can be compared with the energy itself. If Q fills the normalised orbital (cos θ, e^{iα} sin θ) with a real phase α, then m = sin²θ and

E(Q) − E(P) = δ sin²θ = ½(c − κ)‖D‖²,

so the bound is attained.

For −κ < δ < 0 the same formula makes P the highest determinant, although it still fills its own Fock matrix with the positive gap δ + κ. Self-consistent aufbau filling with a positive gap therefore does not by itself imply a minimum.

At δ = 0 the certificate becomes an equality. Every N-electron projector then fills its own Fock matrix with gap κ, and all of them have energy −κN/2.

```lean
/-- Sharpness: for `h = 0` and the field `-κP`, every `N`-electron projector fills its Fock matrix
with gap `κ`, `tr(D G(D)) = -κ‖D‖²` for Hermitian `D`, and all these projectors have the same
energy `-κN/2`. -/
theorem certificate_sharp (hP : IsProjector N P) (κ : ℝ) :
    IsAufbau (fock 0 (attraction κ) P) P κ ∧
    (∀ D : Matrix n n ℂ, D.IsHermitian → (D * attraction κ D).trace.re = -κ * frobSq D) ∧
    energy 0 (attraction κ) P = -κ * N / 2 := by
  refine ⟨?_, (attraction_spec κ).2, ?_⟩
  · have h0 := attraction_aufbau hP 0 κ
    rwa [neg_zero, zero_smul, zero_add] at h0
  · rw [energy, (attraction_spec κ).2 P hP.herm, frobSq_eq hP.herm, hP.idem, hP.trace_eq,
      Matrix.zero_mul, trace_zero, Complex.zero_re, Complex.natCast_re, zero_add]

end

end HartreeFockCertificate
```

When 0 < N < d there are many such projectors, so uniqueness fails if > is weakened to ≥. Minimality survives, since the growth bound still gives E(Q) ≥ E(P). For N = 0 or N = d there is only one projector and nothing to compare.

```lean
#print axioms HartreeFockCertificate.unique_global_minimizer
#print axioms HartreeFockCertificate.certificate_sharp
```

```
'HartreeFockCertificate.unique_global_minimizer' depends on axioms: [propext, Classical.choice, Quot.sound]
'HartreeFockCertificate.certificate_sharp' depends on axioms: [propext, Classical.choice, Quot.sound]
```
